# The second-order BSSE of a positive definite Hylleraas functional with a fixed reference

A fragment's second-order energy can drop when its partner's basis functions are added without the partner's nuclei and electrons; to compare the two energies for a fixed reference, we describe the calculation without these ghost functions as the joint calculation with every ghost amplitude set to zero. Both energies are then minima of one functional,

J(x) = xᵀAx + 2bᵀx.

Here x collects the real first-order amplitudes, A represents H₀ − E₀ in a space of first-order functions orthogonal to the normalised reference, and b holds their couplings to the reference through the perturbation. We assume that A is positive definite: the chosen first-order functions are linearly independent, and every nonzero combination of them has an H₀ expectation value above E₀, the zeroth-order energy of the reference.

Split x = (y, z) into own amplitudes y and ghost amplitudes z, and likewise

A = [[P, Q], [Qᵀ, R]],  b = (u, v).

With E_own the minimum at z = 0 and E_full the minimum over all x, the claim is

E_own − E_full = rᵀS⁻¹r,  S = R − QᵀP⁻¹Q,  r = v − QᵀP⁻¹u.

This drop, counted as positive, is the fragment's BSSE. The letters P and S do not denote the density and overlap matrices here.

For a finite set of real amplitudes and a fixed reference, the formula gives the fragment's contribution to the counterpoise correction of the second-order interaction energy. In an actual counterpoise calculation the ghost functions usually change the Hartree–Fock orbitals too, and with them P and u; that change is not part of the model.

## Eliminating the own amplitudes

In blocks the functional reads

J(y, z) = yᵀPy + 2uᵀy + 2yᵀQz + zᵀRz + 2vᵀz.

For z = 0 and b = 0 this is yᵀPy, so P is positive definite. Completing the square at z = 0 gives

J(y, 0) = (y + P⁻¹u)ᵀP(y + P⁻¹u) − uᵀP⁻¹u,

hence E_own = −uᵀP⁻¹u, reached at y = −P⁻¹u. At this point the derivative of J with respect to z is 2(v + Qᵀy) = 2r, so r is the residual of the ghost equations.

For general z, the own amplitudes see the source u + Qz. With w = y + P⁻¹(u + Qz), the same step gives

J(y, z) = wᵀPw − (u + Qz)ᵀP⁻¹(u + Qz) + zᵀRz + 2vᵀz.

Since P is symmetric,

(u + Qz)ᵀP⁻¹(u + Qz) = uᵀP⁻¹u + 2zᵀQᵀP⁻¹u + zᵀQᵀP⁻¹Qz,

and collecting terms leaves

J(y, z) = wᵀPw − uᵀP⁻¹u + zᵀSz + 2rᵀz.

Set b = 0 and choose y so that w = 0. Then J = zᵀSz, which is positive for z ≠ 0, so the symmetric matrix S is positive definite. Completing the square once more,

zᵀSz + 2rᵀz = (z + S⁻¹r)ᵀS(z + S⁻¹r) − rᵀS⁻¹r.

Both squares vanish at z = −S⁻¹r, y = −P⁻¹(u + Qz), and therefore

E_full = −uᵀP⁻¹u − rᵀS⁻¹r.

Subtraction gives the claim. As S⁻¹ is positive definite, the difference is zero exactly when r = 0.

## One own and one ghost amplitude

Take P = 2, Q = 1, R = 1, u = 4 and v = 3. Then E_own = −16/2 = −8, S = 1 − 1/2 = 1/2 and r = 3 − 2 = 1, so the lowering is 1/(1/2) = 2. Directly, the joint minimum lies at y = −1, z = −2, where

J = 2 + 4 + 4 − 8 − 12 = −10.

With v = 2 instead, r = 0 and the ghost function lowers nothing, although both its source and its coupling are nonzero.

## The functional and its minimum in Lean

The finite types `m` and `n` index own and ghost amplitudes; either may be empty.

```lean
import Mathlib

open Matrix

namespace HylleraasBSSE

noncomputable section

variable {m n : Type*} [Fintype m] [Fintype n] [DecidableEq m] [DecidableEq n]
```

The functional itself is defined for any finite index type, also called `n` in its definition. There `⬝ᵥ` is the scalar product and `*ᵥ` applies a matrix to a vector.

```lean
/-- The Hylleraas functional `xᵀ A x + 2 bᵀ x` of the amplitudes `x`, with matrix `A` and
source `b`. -/
def hylleraas (A : Matrix n n ℝ) (b x : n → ℝ) : ℝ :=
  x ⬝ᵥ A *ᵥ x + 2 * (b ⬝ᵥ x)
```

The next two definitions are S and r.

```lean
/-- The effective ghost matrix `R - Qᵀ P⁻¹ Q` (Schur complement), for invertible `P`. -/
def ghostSchur (P : Matrix m m ℝ) (Q : Matrix m n ℝ) (R : Matrix n n ℝ) : Matrix n n ℝ :=
  R - Qᵀ * P⁻¹ * Q

/-- The ghost residual `v - Qᵀ P⁻¹ u`, for invertible `P`. -/
def ghostResidual (P : Matrix m m ℝ) (Q : Matrix m n ℝ) (u : m → ℝ) (v : n → ℝ) : n → ℝ :=
  v - Qᵀ *ᵥ (P⁻¹ *ᵥ u)
```

Moving a coupling matrix across a scalar product is the step xᵀMy = yᵀMᵀx.

```lean
omit [DecidableEq m] [DecidableEq n] in
/-- A real coupling matrix can be moved to the other side of a scalar product by
transposing it. -/
theorem dot_transpose (M : Matrix m n ℝ) (x : m → ℝ) (y : n → ℝ) :
    x ⬝ᵥ M *ᵥ y = y ⬝ᵥ Mᵀ *ᵥ x := by
  rw [Matrix.dotProduct_mulVec x M y, dotProduct_comm (x ᵥ* M) y, Matrix.mulVec_transpose]
```

The square is completed for a general positive definite matrix. `PosDef` includes symmetry, which `h1` uses for the cross term; `linear_combination` then checks the remaining algebra.

```lean
/-- For positive definite `A` the Hylleraas functional is the constant `-bᵀ A⁻¹ b` plus the
quadratic form of `A` in the deviation of `x` from `-A⁻¹ b`. -/
theorem hylleraas_complete_square {A : Matrix n n ℝ} (hA : A.PosDef) (b x : n → ℝ) :
    hylleraas A b x =
      -(b ⬝ᵥ A⁻¹ *ᵥ b) + (x + A⁻¹ *ᵥ b) ⬝ᵥ A *ᵥ (x + A⁻¹ *ᵥ b) := by
  have hs : Aᵀ = A :=
    (Matrix.conjTranspose_eq_transpose_of_trivial A).symm.trans hA.isHermitian.eq
  have hc : A *ᵥ (A⁻¹ *ᵥ b) = b := by
    rw [Matrix.mulVec_mulVec, Matrix.mul_nonsing_inv _ hA.det_pos.ne'.isUnit,
      Matrix.one_mulVec]
  -- the cross term, by symmetry of `A`
  have h1 : (A⁻¹ *ᵥ b) ⬝ᵥ A *ᵥ x = x ⬝ᵥ b := by
    rw [dot_transpose A (A⁻¹ *ᵥ b) x, hs, hc]
  simp only [hylleraas, Matrix.mulVec_add, dotProduct_add, add_dotProduct, hc]
  linear_combination -h1 - 2 * dotProduct_comm x b - dotProduct_comm (A⁻¹ *ᵥ b) b
```

Evaluating at −A⁻¹b shows that the value is attained, and nonnegativity of the square shows that nothing lies below it.

```lean
/-- For positive definite `A` the Hylleraas functional attains its minimum, and the minimum
is `-bᵀ A⁻¹ b`. -/
theorem isLeast_hylleraas {A : Matrix n n ℝ} (hA : A.PosDef) (b : n → ℝ) :
    IsLeast (Set.range (hylleraas A b)) (-(b ⬝ᵥ A⁻¹ *ᵥ b)) := by
  constructor
  · refine ⟨-(A⁻¹ *ᵥ b), ?_⟩
    rw [hylleraas_complete_square hA, neg_add_cancel, Matrix.mulVec_zero, dotProduct_zero,
      add_zero]
  · rintro _ ⟨x, rfl⟩
    have h := hA.posSemidef.dotProduct_mulVec_nonneg (x + A⁻¹ *ᵥ b)
    rw [star_trivial] at h
    rw [hylleraas_complete_square hA]
    linarith
```

## Separating own and ghost amplitudes

`fromBlocks P Q Qᵀ R` is the joint matrix, and `Sum.elim y z` stacks two vectors into one indexed by `m ⊕ n`. The first lemma is the block form of J.

```lean
omit [DecidableEq m] [DecidableEq n] in
/-- The functional in the joint basis is the own functional, plus the own-ghost coupling,
plus the ghost functional. -/
theorem hylleraas_blocks (P : Matrix m m ℝ) (Q : Matrix m n ℝ) (R : Matrix n n ℝ)
    (u y : m → ℝ) (v z : n → ℝ) :
    hylleraas (fromBlocks P Q Qᵀ R) (Sum.elim u v) (Sum.elim y z) =
      hylleraas P u y + 2 * (y ⬝ᵥ Q *ᵥ z) + hylleraas R v z := by
  have hx : fromBlocks P Q Qᵀ R *ᵥ Sum.elim y z =
      Sum.elim (P *ᵥ y + Q *ᵥ z) (Qᵀ *ᵥ y + R *ᵥ z) := by
    rw [Matrix.fromBlocks_mulVec, Sum.elim_comp_inl, Sum.elim_comp_inr]
  have hd : ∀ (a c : m → ℝ) (b d : n → ℝ),
      Sum.elim a b ⬝ᵥ Sum.elim c d = a ⬝ᵥ c + b ⬝ᵥ d := by
    intro a c b d
    simp [dotProduct, Fintype.sum_sum_type]
  simp only [hylleraas]
  rw [hx, hd, hd, dotProduct_add, dotProduct_add, dot_transpose Q y z]
  ring
```

If the own amplitudes stay frozen at −P⁻¹u, the ghost amplitudes see R in place of S. This lemma interprets r and is not used later.

```lean
/-- With the own amplitudes frozen at `-P⁻¹ u`, `P` positive definite, the ghost amplitudes
feel a Hylleraas functional with matrix `R` and the ghost residual as source. -/
theorem hylleraas_frozen {P : Matrix m m ℝ} (hP : P.PosDef) (Q : Matrix m n ℝ)
    (R : Matrix n n ℝ) (u : m → ℝ) (v z : n → ℝ) :
    hylleraas (fromBlocks P Q Qᵀ R) (Sum.elim u v) (Sum.elim (-(P⁻¹ *ᵥ u)) z) =
      -(u ⬝ᵥ P⁻¹ *ᵥ u) + hylleraas R (ghostResidual P Q u v) z := by
  have h : (Qᵀ *ᵥ (P⁻¹ *ᵥ u)) ⬝ᵥ z = (P⁻¹ *ᵥ u) ⬝ᵥ Q *ᵥ z :=
    (dotProduct_comm _ _).trans (dot_transpose Q _ z).symm
  rw [hylleraas_blocks, hylleraas_complete_square hP u, neg_add_cancel, Matrix.mulVec_zero,
    dotProduct_zero]
  simp only [hylleraas, ghostResidual, sub_dotProduct, neg_dotProduct]
  linear_combination 2 * h
```

With relaxed own amplitudes we get the central identity of the derivation. In its proof, `h5` absorbs Qz into the own source, and `key` collects the terms that form S and r.

```lean
/-- For positive definite `P` the joint functional is a ghost functional with the effective
matrix and the residual source, plus the constant `-uᵀ P⁻¹ u`, plus the quadratic form of `P`
in the deviation of the own amplitudes `y` from `-P⁻¹ (u + Q z)`. -/
theorem hylleraas_partition {P : Matrix m m ℝ} (hP : P.PosDef) (Q : Matrix m n ℝ)
    (R : Matrix n n ℝ) (u y : m → ℝ) (v z : n → ℝ) :
    hylleraas (fromBlocks P Q Qᵀ R) (Sum.elim u v) (Sum.elim y z) =
      hylleraas (ghostSchur P Q R) (ghostResidual P Q u v) z - u ⬝ᵥ P⁻¹ *ᵥ u +
        (y + P⁻¹ *ᵥ (u + Q *ᵥ z)) ⬝ᵥ P *ᵥ (y + P⁻¹ *ᵥ (u + Q *ᵥ z)) := by
  have hs : Pᵀ = P :=
    (Matrix.conjTranspose_eq_transpose_of_trivial P).symm.trans hP.isHermitian.eq
  have hq : ∀ w : m → ℝ, z ⬝ᵥ Qᵀ *ᵥ w = (Q *ᵥ z) ⬝ᵥ w := fun w =>
    (dot_transpose Q w z).symm.trans (dotProduct_comm _ _)
  have h2 := hq (P⁻¹ *ᵥ (Q *ᵥ z))
  have h3 : (Qᵀ *ᵥ (P⁻¹ *ᵥ u)) ⬝ᵥ z = (Q *ᵥ z) ⬝ᵥ P⁻¹ *ᵥ u :=
    (dotProduct_comm _ _).trans (hq _)
  have h4 : u ⬝ᵥ P⁻¹ *ᵥ (Q *ᵥ z) = (Q *ᵥ z) ⬝ᵥ P⁻¹ *ᵥ u := by
    rw [dot_transpose P⁻¹ u (Q *ᵥ z), Matrix.transpose_nonsing_inv, hs]
  -- the ghost amplitudes act on the own block as an additional source `Q z`
  have h5 : hylleraas P (u + Q *ᵥ z) y = hylleraas P u y + 2 * (y ⬝ᵥ Q *ᵥ z) := by
    simp only [hylleraas, add_dotProduct, dotProduct_comm (Q *ᵥ z) y]
    ring
  have key : hylleraas R v z - (u + Q *ᵥ z) ⬝ᵥ P⁻¹ *ᵥ (u + Q *ᵥ z) =
      hylleraas (ghostSchur P Q R) (ghostResidual P Q u v) z - u ⬝ᵥ P⁻¹ *ᵥ u := by
    simp only [hylleraas, ghostSchur, ghostResidual, Matrix.sub_mulVec,
      ← Matrix.mulVec_mulVec, Matrix.mulVec_add, dotProduct_add, add_dotProduct,
      dotProduct_sub, sub_dotProduct]
    linear_combination h2 + 2 * h3 - h4
  rw [hylleraas_blocks]
  linear_combination hylleraas_complete_square hP (u + Q *ᵥ z) y - h5 + key
```

Positivity passes to P through the test vector (y, 0), and to S through (−P⁻¹Qz, z), as by hand.

```lean
/-- If the joint matrix is positive definite, so are its own block and the effective ghost
matrix. -/
theorem posDef_blocks {P : Matrix m m ℝ} {Q : Matrix m n ℝ} {R : Matrix n n ℝ}
    (hA : (fromBlocks P Q Qᵀ R).PosDef) : P.PosDef ∧ (ghostSchur P Q R).PosDef := by
  have hs := (Matrix.conjTranspose_eq_transpose_of_trivial
    (fromBlocks P Q Qᵀ R)).symm.trans hA.isHermitian.eq
  rw [Matrix.fromBlocks_transpose, Matrix.fromBlocks_inj] at hs
  have e : (Sum.elim 0 0 : m ⊕ n → ℝ) = 0 := by
    ext i
    cases i <;> rfl
  have hP : P.PosDef := by
    refine Matrix.posDef_iff_dotProduct_mulVec.mpr ⟨?_, fun y hy => ?_⟩
    · exact (Matrix.conjTranspose_eq_transpose_of_trivial P).trans hs.1
    · have hne : (Sum.elim y 0 : m ⊕ n → ℝ) ≠ 0 := fun h =>
        hy (funext fun i => congrFun h (Sum.inl i))
      have hpos := hA.dotProduct_mulVec_pos hne
      have h := hylleraas_blocks P Q R 0 y 0 0
      simp only [hylleraas, e, Matrix.mulVec_zero, dotProduct_zero, zero_dotProduct,
        mul_zero, add_zero] at h
      rw [star_trivial] at hpos ⊢
      rwa [h] at hpos
  refine ⟨hP, Matrix.posDef_iff_dotProduct_mulVec.mpr ⟨?_, fun z hz => ?_⟩⟩
  · refine (Matrix.conjTranspose_eq_transpose_of_trivial _).trans ?_
    simp only [ghostSchur, Matrix.transpose_sub, Matrix.transpose_mul,
      Matrix.transpose_nonsing_inv, Matrix.transpose_transpose, hs.1, hs.2.2.2,
      Matrix.mul_assoc]
  · -- evaluate the joint form at the relaxed own amplitudes
    have hne : (Sum.elim (-(P⁻¹ *ᵥ (0 + Q *ᵥ z))) z : m ⊕ n → ℝ) ≠ 0 := fun h =>
      hz (funext fun i => congrFun h (Sum.inr i))
    have hpos := hA.dotProduct_mulVec_pos hne
    have h := hylleraas_partition hP Q R 0 (-(P⁻¹ *ᵥ (0 + Q *ᵥ z))) 0 z
    simp only [hylleraas, ghostResidual, e, neg_add_cancel, Matrix.mulVec_zero,
      dotProduct_zero, zero_dotProduct, sub_zero, mul_zero, add_zero] at h
    rw [star_trivial] at hpos ⊢
    rwa [h] at hpos
```

For the joint minimum, the proof takes a minimising z of the ghost functional and adds the relaxed y. For the lower bound it splits an arbitrary x into its two parts and discards the nonnegative P-square.

```lean
/-- For a positive definite joint matrix the minimum in the joint basis is attained and equals
`-uᵀ P⁻¹ u - rᵀ S⁻¹ r`, with `r` the ghost residual and `S` the effective ghost matrix. -/
theorem isLeast_joint {P : Matrix m m ℝ} {Q : Matrix m n ℝ} {R : Matrix n n ℝ}
    (hA : (fromBlocks P Q Qᵀ R).PosDef) (u : m → ℝ) (v : n → ℝ) :
    IsLeast (Set.range (hylleraas (fromBlocks P Q Qᵀ R) (Sum.elim u v)))
      (-(u ⬝ᵥ P⁻¹ *ᵥ u) -
        ghostResidual P Q u v ⬝ᵥ (ghostSchur P Q R)⁻¹ *ᵥ ghostResidual P Q u v) := by
  obtain ⟨hP, hS⟩ := posDef_blocks hA
  obtain ⟨⟨z, hz⟩, hlow⟩ := isLeast_hylleraas hS (ghostResidual P Q u v)
  constructor
  · refine ⟨Sum.elim (-(P⁻¹ *ᵥ (u + Q *ᵥ z))) z, ?_⟩
    rw [hylleraas_partition hP, hz, neg_add_cancel, Matrix.mulVec_zero, dotProduct_zero]
    ring
  · rintro _ ⟨x, rfl⟩
    have h1 := hylleraas_partition hP Q R u (x ∘ Sum.inl) v (x ∘ Sum.inr)
    rw [Sum.elim_comp_inl_inr] at h1
    have h2 := hP.posSemidef.dotProduct_mulVec_nonneg
      (x ∘ Sum.inl + P⁻¹ *ᵥ (u + Q *ᵥ (x ∘ Sum.inr)))
    rw [star_trivial] at h2
    have h3 := hlow ⟨x ∘ Sum.inr, rfl⟩
    linarith
```

## Comparing energies through `IsLeast`

`IsLeast s a` says that `a` belongs to the set `s` and is a lower bound of it. Applied to the range of a functional, it means an attained minimum, not merely an infimum. A set has at most one least element, and `IsLeast.unique` turns this into an equation between any two candidates.

The main theorem can therefore take `Eown` and `Efull` as any numbers that are the two minima, without mentioning their formulas. That such numbers exist follows from the earlier lemmas. In `hown`, the term `Sum.elim y 0` sets the ghost amplitudes to zero. The proof reduces this restricted functional to `hylleraas P u`, replaces both energies by their closed forms through `unique`, and subtracts.

```lean
/-- Second-order BSSE: for a positive definite joint matrix, the minimum without ghost
amplitudes exceeds the minimum in the joint basis by exactly `rᵀ (R - Qᵀ P⁻¹ Q)⁻¹ r`, where
`r = v - Qᵀ P⁻¹ u`. -/
theorem second_order_bsse {P : Matrix m m ℝ} {Q : Matrix m n ℝ} {R : Matrix n n ℝ}
    (hA : (fromBlocks P Q Qᵀ R).PosDef) (u : m → ℝ) (v : n → ℝ) {Eown Efull : ℝ}
    (hown : IsLeast (Set.range fun y : m → ℝ =>
      hylleraas (fromBlocks P Q Qᵀ R) (Sum.elim u v) (Sum.elim y 0)) Eown)
    (hfull : IsLeast (Set.range (hylleraas (fromBlocks P Q Qᵀ R) (Sum.elim u v))) Efull) :
    Eown - Efull =
      ghostResidual P Q u v ⬝ᵥ (ghostSchur P Q R)⁻¹ *ᵥ ghostResidual P Q u v := by
  -- without ghost amplitudes only the own block survives
  have h : (fun y : m → ℝ =>
      hylleraas (fromBlocks P Q Qᵀ R) (Sum.elim u v) (Sum.elim y 0)) = hylleraas P u := by
    funext y
    rw [hylleraas_blocks]
    simp [hylleraas]
  rw [h] at hown
  rw [hown.unique (isLeast_hylleraas (posDef_blocks hA).1 u),
    hfull.unique (isLeast_joint hA u v)]
  ring
```

If the energies agree while r ≠ 0, positivity of S⁻¹ makes their difference positive, a contradiction. Conversely, r = 0 makes the difference zero.

```lean
/-- For a positive definite joint matrix, the minima with and without ghost amplitudes
coincide if and only if the ghost residual vanishes. -/
theorem bsse_eq_zero_iff {P : Matrix m m ℝ} {Q : Matrix m n ℝ} {R : Matrix n n ℝ}
    (hA : (fromBlocks P Q Qᵀ R).PosDef) (u : m → ℝ) (v : n → ℝ) {Eown Efull : ℝ}
    (hown : IsLeast (Set.range fun y : m → ℝ =>
      hylleraas (fromBlocks P Q Qᵀ R) (Sum.elim u v) (Sum.elim y 0)) Eown)
    (hfull : IsLeast (Set.range (hylleraas (fromBlocks P Q Qᵀ R) (Sum.elim u v))) Efull) :
    Eown = Efull ↔ ghostResidual P Q u v = 0 := by
  have h := second_order_bsse hA u v hown hfull
  constructor
  · intro hE
    by_contra hr
    have hpos := (posDef_blocks hA).2.inv.dotProduct_mulVec_pos hr
    rw [star_trivial] at hpos
    linarith
  · intro hr
    rw [hr, zero_dotProduct] at h
    linarith

end

end HylleraasBSSE
```

```lean
#print axioms HylleraasBSSE.hylleraas_frozen
#print axioms HylleraasBSSE.second_order_bsse
#print axioms HylleraasBSSE.bsse_eq_zero_iff
```

```
'HylleraasBSSE.hylleraas_frozen' depends on axioms: [propext, Classical.choice, Quot.sound]
'HylleraasBSSE.second_order_bsse' depends on axioms: [propext, Classical.choice, Quot.sound]
'HylleraasBSSE.bsse_eq_zero_iff' depends on axioms: [propext, Classical.choice, Quot.sound]
```
